# Exchange stopped at L = 2 leaves (4/49)F₄ of a d_z2 orbital's self-repulsion

The radial part of the orbital enters only through its Slater integrals F_L, which are taken as an arbitrary real sequence `F : ℕ → ℝ`. Physically, F_L is the Coulomb integral of the radial density with itself through the L-th multipole of 1/r₁₂. It is the integral often written with an upper index, F^L, and not the Condon–Shortley parameter with a lower index, which for a d shell is F^2/49 or F^4/441. The multipole form of the energy is assumed as a definition; it is not derived from the Coulomb operator.

The result concerns a simple model of one-centre exact exchange for a single occupied d_z2 orbital: a multipole cutoff below L = 4, applied to exchange but not to the Hartree term, leaves a self-interaction for the Slater integrals of an actual orbital, which are positive.

In Lean 4 with Mathlib:

```lean
import Mathlib

open Polynomial Finset

namespace DOrbitalSelfInteraction

noncomputable section
```

With t = cos θ, the Legendre polynomials are defined for every degree by the Rodrigues formula:

P_L(t) = (1/(2^L L!)) d^L/dt^L (t² − 1)^L.

```lean
/-- The Legendre polynomial `P_L(t)`, given by the Rodrigues formula. -/
def legendre (L : ℕ) (t : ℝ) : ℝ :=
  (derivative^[L] ((X ^ 2 - 1 : ℝ[X]) ^ L)).eval t / (2 ^ L * (Nat.factorial L : ℝ))
```

The normalised angular density of d_z2 is (5/4π)P₂(t)². Integrating it against P_L over the sphere gives a factor 2π from the azimuth, hence the moment

m_L = (5/2) ∫₋₁¹ P₂(t)² P_L(t) dt.

```lean
/-- The multipole moment `m_L` of the d_z2 density: the average of `P_L(cos θ)` over the
angular density proportional to `P_2(cos θ)^2`. -/
def moment (L : ℕ) : ℝ :=
  5 / 2 * ∫ t in (-1 : ℝ)..1, legendre 2 t ^ 2 * legendre L t
```

The density is axially symmetric, so each L contributes a single term to the Coulomb integral, and the self-repulsion is Σ_L m_L² F_L over all L. The factor 1/2 of the energy is left out here and in the exchange alike.

```lean
/-- The Coulomb self-repulsion of a d_z2 orbital with Slater integrals `F L`, as a sum over
all multipoles. -/
def selfRepulsion (F : ℕ → ℝ) : ℝ := ∑' L, moment L ^ 2 * F L
```

For one spin-orbital, self-exchange has the same terms with opposite sign. Its magnitude, stopped at a cutoff K, is the sum over L = 0, …, K.

```lean
/-- The magnitude of the self-exchange of a d_z2 orbital when the multipole sum is stopped
at `L = K`. -/
def truncatedExchange (F : ℕ → ℝ) (K : ℕ) : ℝ :=
  ∑ L ∈ range (K + 1), moment L ^ 2 * F L
```

Differentiating (t² − 1)^L gives the first five polynomials. For example, P₂ = (1/8) d²/dt² (t⁴ − 2t² + 1) = (3t² − 1)/2. The others are

P₀ = 1, P₁ = t, P₃ = (5t³ − 3t)/2, P₄ = (35t⁴ − 30t² + 3)/8.

```lean
/-- The Legendre polynomials of degree zero to four in explicit form. -/
theorem legendre_explicit (t : ℝ) :
    legendre 0 t = 1 ∧ legendre 1 t = t ∧ legendre 2 t = (3 * t ^ 2 - 1) / 2 ∧
    legendre 3 t = (5 * t ^ 3 - 3 * t) / 2 ∧
    legendre 4 t = (35 * t ^ 4 - 30 * t ^ 2 + 3) / 8 := by
  refine ⟨?_, ?_, ?_, ?_, ?_⟩ <;>
    simp [legendre, Function.iterate_succ, derivative_pow, derivative_mul,
      Nat.factorial] <;> ring
```

Write w = (t² − 1)^L and let q be a polynomial whose (k+1)-th derivative vanishes, with k < L. Integration by parts gives

∫₋₁¹ q w⁽ᵏ⁺¹⁾ dt = [q w⁽ᵏ⁾]₋₁¹ − ∫₋₁¹ q′ w⁽ᵏ⁾ dt.

The boundary term is zero because (t² − 1)^(L−k) divides w⁽ᵏ⁾. The remaining integral has the same form, with the k-th derivative of q′ equal to zero, so induction on the order of the derivative applies. It starts at order zero, where q itself is zero.

```lean
/-- Repeated integration by parts: a polynomial whose `k`-th derivative vanishes is orthogonal
on `[-1, 1]` to the `k`-th derivative of `(t^2 - 1)^L`, for `k ≤ L`. -/
theorem integral_mul_iterate_derivative (L k : ℕ) : k ≤ L → ∀ q : ℝ[X],
    derivative^[k] q = 0 →
    ∫ t in (-1 : ℝ)..1, q.eval t * (derivative^[k] ((X ^ 2 - 1 : ℝ[X]) ^ L)).eval t = 0 := by
  induction k with
  | zero =>
    intro _ q hq
    have h0 : q = 0 := hq
    simp [h0]
  | succ k ih =>
    intro hk q hq
    -- the boundary terms vanish, since t^2 - 1 still divides the k-th derivative
    have hb : ∀ s : ℝ, s ^ 2 = 1 →
        (derivative^[k] ((X ^ 2 - 1 : ℝ[X]) ^ L)).eval s = 0 := by
      intro s hs
      obtain ⟨r, hr⟩ := pow_sub_dvd_iterate_derivative_pow (X ^ 2 - 1 : ℝ[X]) L k
      have hne : L - k ≠ 0 := by omega
      rw [hr]
      simp [hs, hne]
    rw [Function.iterate_succ_apply']
    refine (intervalIntegral.integral_mul_deriv_eq_deriv_mul
      (fun t _ => q.hasDerivAt t)
      (fun t _ => (derivative^[k] ((X ^ 2 - 1 : ℝ[X]) ^ L)).hasDerivAt t)
      ((derivative q).continuous.intervalIntegrable _ _)
      ((derivative (derivative^[k] ((X ^ 2 - 1 : ℝ[X]) ^ L))).continuous.intervalIntegrable
        _ _)).trans ?_
    simp only [hb 1 (by norm_num), hb (-1) (by norm_num),
      ih (by omega) (derivative q) hq, mul_zero, sub_zero]
```

Taking k = L, and noting that the L-th derivative of q vanishes when deg q < L, we find that P_L is orthogonal to every polynomial of lower degree.

```lean
/-- The Legendre polynomial `P_L` is orthogonal on `[-1, 1]` to every polynomial of degree
below `L`. -/
theorem legendre_orthogonal (L : ℕ) (q : ℝ[X]) (hq : q.natDegree < L) :
    ∫ t in (-1 : ℝ)..1, q.eval t * legendre L t = 0 := by
  simp only [legendre, ← mul_div_assoc, intervalIntegral.integral_div]
  rw [integral_mul_iterate_derivative L L le_rfl q (iterate_derivative_eq_zero hq), zero_div]
```

Since P₂² = (9t⁴ − 6t² + 1)/4 has degree four, m_L = 0 for every L ≥ 5.

```lean
/-- The d_z2 density has no multipole moment beyond `L = 4`. -/
theorem moment_eq_zero (L : ℕ) (hL : 5 ≤ L) : moment L = 0 := by
  have hd : (C (9 / 4) * X ^ 4 - C (3 / 2) * X ^ 2 + C (1 / 4) : ℝ[X]).natDegree ≤ 4 := by
    compute_degree
  have h := legendre_orthogonal L _ (lt_of_le_of_lt hd (by omega))
  have hs : ∀ t : ℝ, legendre 2 t ^ 2 =
      (C (9 / 4) * X ^ 4 - C (3 / 2) * X ^ 2 + C (1 / 4) : ℝ[X]).eval t := by
    intro t
    rw [(legendre_explicit t).2.2.1]
    simp only [eval_add, eval_sub, eval_mul, eval_C, eval_pow, eval_X]
    ring
  simp only [moment, hs, h, mul_zero]
```

For L ≤ 4 the integrand has degree at most eight. Let a, b, …, h, k be its coefficients of t⁰, t¹, …, t⁷, t⁸. Odd powers integrate to zero and an even power tⁿ to 2/(n + 1), so

m_L = 5(a + c/3 + e/5 + g/7 + k/9).

The proof differentiates an explicit antiderivative and evaluates it at ±1.

```lean
/-- If `P_2^2 P_L` is a polynomial of degree at most eight with the given coefficients, the
moment `m_L` follows from its even coefficients. -/
theorem moment_of_coeffs (L : ℕ) (a b c d e f g h k : ℝ)
    (hp : ∀ t, legendre 2 t ^ 2 * legendre L t = a + b * t + c * t ^ 2 + d * t ^ 3
      + e * t ^ 4 + f * t ^ 5 + g * t ^ 6 + h * t ^ 7 + k * t ^ 8) :
    moment L = 5 * (a + c / 3 + e / 5 + g / 7 + k / 9) := by
  have m : ∀ (x : ℝ) (n : ℕ) (r : ℝ),
      HasDerivAt (fun t : ℝ => r * t ^ n) (r * (n * x ^ (n - 1))) x :=
    fun x n r => (hasDerivAt_pow n x).const_mul r
  -- the antiderivative, term by term
  have hd : ∀ x ∈ Set.uIcc (-1 : ℝ) 1, HasDerivAt
      (fun t : ℝ => a * t ^ 1 + b / 2 * t ^ 2 + c / 3 * t ^ 3 + d / 4 * t ^ 4 + e / 5 * t ^ 5
        + f / 6 * t ^ 6 + g / 7 * t ^ 7 + h / 8 * t ^ 8 + k / 9 * t ^ 9)
      (a + b * x + c * x ^ 2 + d * x ^ 3 + e * x ^ 4 + f * x ^ 5 + g * x ^ 6 + h * x ^ 7
        + k * x ^ 8) x := fun x _ =>
    (((((((((m x 1 a).fun_add (m x 2 (b / 2))).fun_add (m x 3 (c / 3))).fun_add
      (m x 4 (d / 4))).fun_add (m x 5 (e / 5))).fun_add (m x 6 (f / 6))).fun_add
      (m x 7 (g / 7))).fun_add (m x 8 (h / 8))).fun_add (m x 9 (k / 9))).congr_deriv
      (by push_cast; ring)
  simp only [moment, hp]
  rw [intervalIntegral.integral_eq_sub_of_hasDerivAt hd
    (Continuous.intervalIntegrable (by fun_prop) _ _)]
  ring
```

The products P₂²P₁ and P₂²P₃ are odd, so m₁ = m₃ = 0. The even ones are

P₂²P₀ = (9t⁴ − 6t² + 1)/4
P₂²P₂ = (27t⁶ − 27t⁴ + 9t² − 1)/8
P₂²P₄ = (315t⁸ − 480t⁶ + 242t⁴ − 48t² + 3)/32,

and therefore

m₀ = 5(1/4 − 1/2 + 9/20) = 1
m₂ = 5(−1/8 + 3/8 − 27/40 + 27/56) = 2/7
m₄ = 5(3/32 − 1/2 + 121/80 − 15/7 + 35/32) = 2/7.

```lean
/-- The moments of the d_z2 density: `m_0 = 1`, `m_1 = m_3 = 0` and `m_2 = m_4 = 2/7`. -/
theorem moment_values :
    moment 0 = 1 ∧ moment 1 = 0 ∧ moment 2 = 2 / 7 ∧ moment 3 = 0 ∧ moment 4 = 2 / 7 := by
  refine ⟨?_, ?_, ?_, ?_, ?_⟩
  · rw [moment_of_coeffs 0 (1 / 4) 0 (-3 / 2) 0 (9 / 4) 0 0 0 0 (fun t => by
      obtain ⟨h0, h1, h2, h3, h4⟩ := legendre_explicit t
      rw [h2, h0]; ring)]
    norm_num
  · rw [moment_of_coeffs 1 0 (1 / 4) 0 (-3 / 2) 0 (9 / 4) 0 0 0 (fun t => by
      obtain ⟨h0, h1, h2, h3, h4⟩ := legendre_explicit t
      rw [h2, h1]; ring)]
    norm_num
  · rw [moment_of_coeffs 2 (-1 / 8) 0 (9 / 8) 0 (-27 / 8) 0 (27 / 8) 0 0 (fun t => by
      obtain ⟨h0, h1, h2, h3, h4⟩ := legendre_explicit t
      rw [h2]; ring)]
    norm_num
  · rw [moment_of_coeffs 3 0 (-3 / 8) 0 (23 / 8) 0 (-57 / 8) 0 (45 / 8) 0 (fun t => by
      obtain ⟨h0, h1, h2, h3, h4⟩ := legendre_explicit t
      rw [h2, h3]; ring)]
    norm_num
  · rw [moment_of_coeffs 4 (3 / 32) 0 (-3 / 2) 0 (121 / 16) 0 (-15) 0 (315 / 32) (fun t => by
      obtain ⟨h0, h1, h2, h3, h4⟩ := legendre_explicit t
      rw [h2, h4]; ring)]
    norm_num
```

These moments rebuild the density, here multiplied by 4π:

Σ_{L≤4} (2L+1) m_L P_L = 1 + (10/7)P₂ + (18/7)P₄ = (45t⁴ − 30t² + 5)/4 = 5P₂².

```lean
/-- The normalised angular density of d_z2, multiplied by `4π`, is the finite multipole sum
`5 P_2^2 = ∑ (2L+1) m_L P_L` over `L ≤ 4`. -/
theorem density_expansion (t : ℝ) :
    5 * legendre 2 t ^ 2 = ∑ L ∈ range 5, (2 * (L : ℝ) + 1) * moment L * legendre L t := by
  obtain ⟨h0, h1, h2, h3, h4⟩ := legendre_explicit t
  obtain ⟨m0, m1, m2, m3, m4⟩ := moment_values
  simp only [sum_range_succ, sum_range_zero, h0, h1, h2, h3, h4, m0, m1, m2, m3, m4]
  push_cast
  ring
```

Only L = 0, 2 and 4 survive in the self-repulsion, so the series converges for any F:

Σ_L m_L² F_L = F₀ + (4/49)(F₂ + F₄).

`HasSum` states both the convergence and this value.

```lean
/-- The multipole series of the d_z2 self-repulsion converges to
`F_0 + (4/49) (F_2 + F_4)`. -/
theorem selfRepulsion_hasSum (F : ℕ → ℝ) :
    HasSum (fun L => moment L ^ 2 * F L) (F 0 + 4 / 49 * (F 2 + F 4)) := by
  have h : HasSum (fun L => moment L ^ 2 * F L) (∑ L ∈ range 5, moment L ^ 2 * F L) :=
    hasSum_sum_of_ne_finset_zero fun L hL => by
      rw [moment_eq_zero L (by simpa using hL)]
      ring
  obtain ⟨m0, m1, m2, m3, m4⟩ := moment_values
  convert h using 1
  simp only [sum_range_succ, sum_range_zero, m0, m1, m2, m3, m4]
  ring
```

Exchange stopped at L = 2 is F₀ + (4/49)F₂. Subtracting it leaves (4/49)F₄.

```lean
/-- Stopping the exchange of a d_z2 orbital at `L = 2` leaves the self-interaction
`(4/49) F_4`. -/
theorem selfRepulsion_sub_truncatedExchange (F : ℕ → ℝ) :
    selfRepulsion F - truncatedExchange F 2 = 4 / 49 * F 4 := by
  obtain ⟨m0, m1, m2, m3, m4⟩ := moment_values
  rw [selfRepulsion, (selfRepulsion_hasSum F).tsum_eq]
  simp only [truncatedExchange, sum_range_succ, sum_range_zero, m0, m1, m2]
  ring
```

If K ≥ 4, every omitted term is zero and the cancellation is complete. If K < 4, the sequence with F₄ = 1 and all other entries zero gives self-repulsion 4/49 and truncated exchange 0. That sequence is a mathematical test, not the Slater integrals of an actual orbital. The equivalence concerns cancellation for all F at once; a particular F with F₄ = 0 could cancel earlier.

```lean
/-- Exchange stopped at `L = K` cancels the d_z2 self-repulsion for all values of the Slater
integrals exactly when `K ≥ 4`. -/
theorem exchange_cancels_iff (K : ℕ) :
    (∀ F : ℕ → ℝ, selfRepulsion F = truncatedExchange F K) ↔ 4 ≤ K := by
  constructor
  · intro h
    by_contra hK
    -- test with a sequence in which only F_4 is nonzero
    have h4 := h (fun L => if L = 4 then 1 else 0)
    have hz : truncatedExchange (fun L => if L = 4 then 1 else 0) K = 0 := by
      refine sum_eq_zero fun L hL => ?_
      have hL' : L ≠ 4 := by
        have := mem_range.mp hL
        omega
      simp [hL']
    rw [hz, selfRepulsion, (selfRepulsion_hasSum _).tsum_eq] at h4
    norm_num at h4
  · intro hK F
    refine tsum_eq_sum fun L hL => ?_
    have hL' : 5 ≤ L := by
      have : ¬ L < K + 1 := fun hlt => hL (mem_range.mpr hlt)
      omega
    rw [moment_eq_zero L hL']
    ring

end

end DOrbitalSelfInteraction
```

The same argument by hand for a p_z orbital, with normalised angular density (3/4π)P₁², gives m₀ = 1, m₂ = 2/5 and no other moments, so exchange stopped at L = 0 leaves (4/25)F₂.

```lean
#print axioms DOrbitalSelfInteraction.density_expansion
#print axioms DOrbitalSelfInteraction.selfRepulsion_sub_truncatedExchange
#print axioms DOrbitalSelfInteraction.exchange_cancels_iff
```

```
'DOrbitalSelfInteraction.density_expansion' depends on axioms: [propext, Classical.choice, Quot.sound]
'DOrbitalSelfInteraction.selfRepulsion_sub_truncatedExchange' depends on axioms: [propext, Classical.choice, Quot.sound]
'DOrbitalSelfInteraction.exchange_cancels_iff' depends on axioms: [propext, Classical.choice, Quot.sound]
```
